# For continuous energies, a finite minimax barrier with one critical state changes at that state's rate

Let $E_x(t)$ be the energy of state $x$ of a system under an external influence of strength $t$, let finitely many paths from reactants to products be given by the nonempty finite sets $P_k$ of states they visit, and let $B(t)=\min_k\max_{x\in P_k}E_x(t)$ be the barrier level, an absolute energy. The question is how $B$ responds to a small change of $t$: if the energies on the paths are continuous at $t_0$, exactly one state $x_0$ on them lies at the level $B(t_0)$, and $E_{x_0}$ is differentiable there, then $B'(t_0)=E_{x_0}'(t_0)$.

```lean
import Mathlib

open Filter Topology

namespace BarrierDerivative

noncomputable section

variable {ι κ : Type*} [Fintype κ] [Nonempty κ]

/-- The minimax barrier energy at parameter `t`: the lowest, over all paths, of the highest
energy met along the path. Each path is given by the nonempty finite set of states it visits. -/
def barrier (path : κ → Finset ι) (hne : ∀ k, (path k).Nonempty) (E : ι → ℝ → ℝ) (t : ℝ) : ℝ :=
  Finset.univ.inf' Finset.univ_nonempty fun k => (path k).sup' (hne k) fun x => E x t

variable {path : κ → Finset ι} {hne : ∀ k, (path k).Nonempty} {E : ι → ℝ → ℝ} {t₀ : ℝ}

/-- At every parameter value the barrier energy is the energy of some state on some path. -/
theorem barrier_attained (path : κ → Finset ι) (hne : ∀ k, (path k).Nonempty)
    (E : ι → ℝ → ℝ) (t : ℝ) : ∃ k, ∃ x ∈ path k, barrier path hne E t = E x t := by
  obtain ⟨k, _, hk⟩ := Finset.exists_mem_eq_inf' (Finset.univ_nonempty (α := κ))
    (fun k => (path k).sup' (hne k) fun x => E x t)
  obtain ⟨x, hx, hxk⟩ := Finset.exists_mem_eq_sup' (hne k) (fun x => E x t)
  exact ⟨k, x, hx, hk.trans hxk⟩

/-- If the energies of all states on the paths are continuous at `t₀`, so is the barrier. -/
theorem barrier_continuousAt (hc : ∀ k, ∀ x ∈ path k, ContinuousAt (E x) t₀) :
    ContinuousAt (barrier path hne E) t₀ := by
  show ContinuousAt (fun t => Finset.univ.inf' Finset.univ_nonempty
    fun k => (path k).sup' (hne k) fun x => E x t) t₀
  exact ContinuousAt.finset_inf'_apply _
    (fun k _ => ContinuousAt.finset_sup'_apply (hne k) (hc k))

/-- For energies continuous at `t₀`, the barrier at any nearby parameter value is the energy of
a state that already lies at the barrier level at `t₀`. -/
theorem barrier_carried_by_critical (hc : ∀ k, ∀ x ∈ path k, ContinuousAt (E x) t₀) :
    ∀ᶠ t in 𝓝 t₀, ∃ k, ∃ x ∈ path k,
      E x t₀ = barrier path hne E t₀ ∧ barrier path hne E t = E x t := by
  -- a state off the barrier level at `t₀` stays off it nearby
  have hsep : ∀ᶠ t in 𝓝 t₀, ∀ k, ∀ x ∈ path k,
      barrier path hne E t = E x t → E x t₀ = barrier path hne E t₀ := by
    rw [Filter.eventually_all]
    intro k
    rw [Filter.eventually_all_finset]
    intro x hx
    by_cases h : E x t₀ = barrier path hne E t₀
    · exact Eventually.of_forall fun _ _ => h
    · have hoff : ∀ᶠ t in 𝓝 t₀, E x t - barrier path hne E t ≠ 0 :=
        ((hc k x hx).sub (barrier_continuousAt hc)).eventually_ne (sub_ne_zero.mpr h)
      exact hoff.mono fun t ht h' => absurd (sub_eq_zero.mpr h'.symm) ht
  refine hsep.mono fun t ht => ?_
  obtain ⟨k, x, hx, hE⟩ := barrier_attained path hne E t
  exact ⟨k, x, hx, ht k x hx hE, hE⟩

/-- If the energies are continuous at `t₀` and no state on the paths other than `x₀` lies at the
barrier level there, then the barrier equals the energy of `x₀` for all `t` near `t₀`. -/
theorem barrier_eventually_eq {x₀ : ι} (hc : ∀ k, ∀ x ∈ path k, ContinuousAt (E x) t₀)
    (huniq : ∀ k, ∀ x ∈ path k, E x t₀ = barrier path hne E t₀ → x = x₀) :
    barrier path hne E =ᶠ[𝓝 t₀] E x₀ := by
  refine (barrier_carried_by_critical (hne := hne) hc).mono fun t ht => ?_
  obtain ⟨k, x, hx, h0, h1⟩ := ht
  rw [h1, huniq k x hx h0]

/-- Barrier derivative: if the energies are continuous at `t₀`, no state on the paths other than
`x₀` lies at the barrier level there, and the energy of `x₀` has derivative `d` at `t₀`, then
the barrier has derivative `d` at `t₀`. -/
theorem barrier_hasDerivAt {x₀ : ι} {d : ℝ}
    (hc : ∀ k, ∀ x ∈ path k, ContinuousAt (E x) t₀)
    (huniq : ∀ k, ∀ x ∈ path k, E x t₀ = barrier path hne E t₀ → x = x₀)
    (hd : HasDerivAt (E x₀) d t₀) :
    HasDerivAt (barrier path hne E) d t₀ :=
  hd.congr_of_eventuallyEq (barrier_eventually_eq hc huniq)

/-- If the energies on the paths are continuous at `t₀`, no state on the paths other than `x₀` lies
at the barrier level there, and the energies of `x₀` and of a reference state `r` have derivatives
`d` and `dr` at `t₀`, then the barrier height measured from `r` has derivative `d - dr` at `t₀`. -/
theorem barrier_height_hasDerivAt {x₀ r : ι} {d dr : ℝ}
    (hc : ∀ k, ∀ x ∈ path k, ContinuousAt (E x) t₀)
    (huniq : ∀ k, ∀ x ∈ path k, E x t₀ = barrier path hne E t₀ → x = x₀)
    (hd : HasDerivAt (E x₀) d t₀) (hr : HasDerivAt (E r) dr t₀) :
    HasDerivAt (fun t => barrier path hne E t - E r t) (d - dr) t₀ :=
  (barrier_hasDerivAt hc huniq hd).fun_sub hr

/-- Degenerate case: if the energies are continuous at `t₀` and all states on the paths that lie
at the barrier level there have the same energy derivative `d`, the barrier has derivative `d`. -/
theorem barrier_hasDerivAt_of_common_slope {d : ℝ}
    (hc : ∀ k, ∀ x ∈ path k, ContinuousAt (E x) t₀)
    (hd : ∀ k, ∀ x ∈ path k, E x t₀ = barrier path hne E t₀ → HasDerivAt (E x) d t₀) :
    HasDerivAt (barrier path hne E) d t₀ := by
  rw [hasDerivAt_iff_isLittleO, Asymptotics.isLittleO_iff]
  intro c hc0
  -- one neighbourhood serves the linear approximation of all critical states
  have hbound : ∀ᶠ t in 𝓝 t₀, ∀ k, ∀ x ∈ path k, E x t₀ = barrier path hne E t₀ →
      ‖E x t - E x t₀ - (t - t₀) • d‖ ≤ c * ‖t - t₀‖ := by
    rw [Filter.eventually_all]
    intro k
    rw [Filter.eventually_all_finset]
    intro x hx
    by_cases h : E x t₀ = barrier path hne E t₀
    · have hx' := Asymptotics.isLittleO_iff.mp (hasDerivAt_iff_isLittleO.mp (hd k x hx h)) hc0
      exact hx'.mono fun t ht _ => ht
    · exact Eventually.of_forall fun _ h' => absurd h' h
  filter_upwards [hbound, barrier_carried_by_critical (hne := hne) hc] with t ht hcrit
  obtain ⟨k, x, hx, h0, h1⟩ := hcrit
  rw [h1, ← h0]
  exact ht k x hx h0

/-- Two states whose energies `t` and `-t` cross at `t = 0`. -/
def crossing (b : Bool) (t : ℝ) : ℝ := bif b then t else -t

/-- For two paths, each consisting of one of the two crossing states, the barrier is not
differentiable at the crossing. -/
theorem barrier_crossing_not_differentiableAt :
    ¬ DifferentiableAt ℝ
      (barrier (fun b : Bool => {b}) (fun b => Finset.singleton_nonempty b) crossing) 0 := by
  -- the lower of the two energies is `-|t|`
  have h : barrier (fun b : Bool => {b}) (fun b => Finset.singleton_nonempty b) crossing
      = fun t => -|t| := by
    funext t
    simp only [barrier, Finset.sup'_singleton]
    apply le_antisymm
    · rcases le_total 0 t with ht | ht
      · rw [abs_of_nonneg ht]
        exact Finset.inf'_le (fun b => crossing b t) (Finset.mem_univ false)
      · rw [abs_of_nonpos ht, neg_neg]
        exact Finset.inf'_le (fun b => crossing b t) (Finset.mem_univ true)
    · refine Finset.le_inf' _ _ fun b _ => ?_
      cases b
      · exact neg_le_neg (le_abs_self t)
      · exact neg_abs_le t
  rw [h]
  intro hdiff
  exact not_differentiableAt_abs_zero
    (hdiff.neg.congr_of_eventuallyEq (Eventually.of_forall fun t => by simp))

end

end BarrierDerivative
```

```lean
#print axioms BarrierDerivative.barrier_carried_by_critical
#print axioms BarrierDerivative.barrier_height_hasDerivAt
#print axioms BarrierDerivative.barrier_hasDerivAt_of_common_slope
#print axioms BarrierDerivative.barrier_crossing_not_differentiableAt
```

```
'BarrierDerivative.barrier_carried_by_critical' depends on axioms: [propext, Classical.choice, Quot.sound]
'BarrierDerivative.barrier_height_hasDerivAt' depends on axioms: [propext, Classical.choice, Quot.sound]
'BarrierDerivative.barrier_hasDerivAt_of_common_slope' depends on axioms: [propext, Classical.choice, Quot.sound]
'BarrierDerivative.barrier_crossing_not_differentiableAt' depends on axioms: [propext, Classical.choice, Quot.sound]
```

## States, paths and the barrier level

The parameter $t$ may be a field strength, a strain or a coupling constant. It is neither time nor the reaction coordinate; progress along a reaction is encoded in the states. In Lean, `ι` is the type of state labels, `κ` the finite nonempty type of path labels, `path k` the set $P_k$, and `E x t` the energy $E_x(t)$. The hypothesis `hne` says that every path visits at least one state. The operations `sup'` and `inf'` are the maximum and minimum over nonempty finite sets.

A path is stored as a set, so the order of its states is forgotten. This is harmless, because the highest energy along a path does not depend on the order. Several paths may share states. Note that `barrier` is the level $B(t)$ itself; the height above a reference state appears only in `barrier_height_hasDerivAt`.

The main theorem, `barrier_hasDerivAt`, has three hypotheses:

- `hc`: every state on a path has an energy continuous at $t_0$. Continuity at other parameter values is not required, nor is differentiability of the states other than $x_0$.
- `huniq`: any state on a path with energy $B(t_0)$ at $t_0$ is $x_0$. This says "at most one", but some state always attains the barrier, so $x_0$ does lie on a path and at the barrier level.
- `hd`: $E_{x_0}$ has derivative $d$ at $t_0$. The number $d$ is the rate at which the energy of the critical state changes with $t$. For a nondegenerate, normalised eigenstate $\psi$ of a smoothly varying Hamiltonian $H(t)$ it is the Hellmann–Feynman value $\langle\psi|\partial H/\partial t|\psi\rangle$, but the theorem takes $d$ as given.

The conclusion is that $B$ has derivative $d$ at $t_0$. For electronic-structure calculations on a fixed, finite set of geometries, this means that once the energies at $t_0$ have singled out one critical geometry, the first-order change of the barrier level requires the energy derivative at that geometry only.

The step from this model to a real potential-energy surface is the passage to a continuum of configurations, where the saddle point can move as $t$ changes. Here the labels and the paths stay fixed, and only the energies vary.

## Why one state carries the barrier near $t_0$

**The barrier is always some state's energy.** A minimum over finitely many paths is attained at some $k$, and the maximum over the finite set $P_k$ is attained at some $x\in P_k$. Hence $B(t)=E_x(t)$ for a state $x$ that may depend on $t$.

**The barrier is continuous at $t_0$.** For two functions,
$$\max(f,g)=\tfrac12(f+g+|f-g|),\qquad \min(f,g)=\tfrac12(f+g-|f-g|),$$
so both operations preserve continuity. Applying them finitely many times gives $B$.

**States off the level stay off it.** Suppose $x$ lies on a path and $E_x(t_0)\neq B(t_0)$. The difference $E_x-B$ is continuous at $t_0$ and nonzero there, so it is nonzero for $|t-t_0|<\delta_x$ with some $\delta_x>0$. There are finitely many such states; let $\delta$ be the smallest of their $\delta_x$, or any positive number if there are none. For $|t-t_0|<\delta$, the state that attains $B(t)$ must then be critical, meaning that $E_x(t_0)=B(t_0)$.

**One critical state fixes the derivative.** If $x_0$ is the only critical state, then $B(t)=E_{x_0}(t)$ for all $|t-t_0|<\delta$, including $t=t_0$. Therefore, for $0<|t-t_0|<\delta$,
$$\frac{B(t)-B(t_0)}{t-t_0}=\frac{E_{x_0}(t)-E_{x_0}(t_0)}{t-t_0}\longrightarrow d .$$
If a reference state $r$ has slope $d_r$ at $t_0$, subtraction gives the slope $d-d_r$ for the height $B-E_r$.

**Several critical states with one slope.** Let every critical state have derivative $d$ at $t_0$, and let $\varepsilon>0$. Since these states are finitely many, one neighbourhood of $t_0$ serves them all in
$$|E_x(t)-E_x(t_0)-d(t-t_0)|\le\varepsilon|t-t_0|.$$
Close enough to $t_0$, $B(t)=E_x(t)$ for some critical $x$, and $B(t_0)=E_x(t_0)$ for the same $x$. So $B$ satisfies the same bound and has derivative $d$, even if the state that carries it switches repeatedly as $t\to t_0$.

## The argument in Lean

The lemma `barrier_attained` picks first the path and then the state, using the library facts that finite minima and maxima are attained. `barrier_continuousAt` applies the continuity lemmas for `sup'` and `inf'`.

In `barrier_carried_by_critical`, the notation `∀ᶠ t in 𝓝 t₀` means "for all $t$ in some neighbourhood of $t_0$". The intermediate claim `hsep` says that in such a neighbourhood only critical states can equal the barrier. The lemmas `Filter.eventually_all` and `Filter.eventually_all_finset` do the work of choosing the smallest $\delta_x$: they reduce the claim to one path and one state. The case split `by_cases` separates critical states, for which there is nothing to show, from the others, for which `eventually_ne` keeps the continuous difference away from zero.

`barrier_eventually_eq` inserts uniqueness and obtains $B=E_{x_0}$ near $t_0$. The main theorem then transfers the derivative with `congr_of_eventuallyEq`, which is the equality of difference quotients above. The height theorem subtracts the reference derivative.

`barrier_hasDerivAt_of_common_slope` writes the derivative as a little-o condition, with `c` in the role of $\varepsilon$. Its claim `hbound` is the common linear estimate, and `filter_upwards` intersects that neighbourhood with the one in which critical states carry the barrier.

## The smallest cases

With one path and one state, $B=E_{x_0}$ for every $t$, uniqueness is automatic, and the theorem returns the derivative that was put in.

With two paths of one state each, a crossing can occur. The function `crossing` assigns energy $t$ to the label `true` and $-t$ to `false`, so that $B(t)=\min(t,-t)=-|t|$. At $t=0$ both states are critical, with slopes $1$ and $-1$, and the barrier has a kink. Differentiability of every state energy is therefore not enough to make the barrier differentiable. In `barrier_crossing_not_differentiableAt`, two inequalities establish $B(t)=-|t|$; a derivative of $B$ at zero would then give one of $|t|$, which does not exist.

## A barrier in an electric field

Consider a neutral molecule held at fixed orientation, with two candidate paths between conformers $a$ and $c$. The first visits $a,p,c$ and the second $a,q,c$. Take illustrative energies at zero field of $0$, $0.62$, $0.75$ and $0.10$ eV for $a$, $p$, $q$ and $c$. The path maxima are $0.62$ and $0.75$ eV, so $B(0)=0.62$ eV and $p$ is the only critical state.

Let $t$ be the field strength along a fixed axis. At fixed geometry the slope of each energy at zero field is minus the dipole component along that axis. With $\mu_p=0.5\ e\,\text{Å}$ and $\mu_a=0.2\ e\,\text{Å}$, the height measured from $a$ has slope
$$-(\mu_p-\mu_a)=-0.3\ e\,\text{Å}.$$
To first order, a field of $0.01$ V/Å lowers it by $0.003$ eV. The dipoles of $q$ and $c$ do not enter.
